# The radial Laplacian of a Gaussian $r^l e^{-ar^2}$ has no multipole moment of order $l$

I would like to treat the Laplacian one angular momentum at a time, as an operator on functions of the single variable $r$, with the spherical harmonic split off. For $a>0$ and $f(r)=r^l e^{-ar^2}$, the function

$$f''+\frac{2}{r}f'-\frac{l(l+1)}{r^2}f$$

is the radial part of what density fitting calls a Poisson function. It is said to carry no charge and no multipole moment: its integral against $r^{l+2}$ over $r>0$ should vanish. Can this be made rigorous and machine-checked, including the convergence of the integral? And does the Coulomb potential of such a function really give back the Gaussian?

## Every radial moment contains the factor $k-l$

Yes to both, in the radial setting you describe; for the potential, the function has to be multiplied by $-1/4\pi$ to serve as the charge density. Write $G_n(r)=r^n e^{-ar^2}$ and let $P_l$ be the radial Laplacian of $G_l$ in channel $l$. For $r\neq0$,

$$G_l'=\Big(\frac{l}{r}-2ar\Big)G_l .$$

Differentiating again gives

$$G_l''=\Big[-\frac{l}{r^2}-2a+\Big(\frac{l}{r}-2ar\Big)^2\Big]G_l=\Big[\frac{l(l-1)}{r^2}-2a(2l+1)+4a^2r^2\Big]G_l .$$

Adding $2G_l'/r=(2l/r^2-4a)G_l$ turns the first term into $l(l+1)/r^2$, which the centrifugal term cancels:

$$P_l=\big(4a^2r^2-2a(2l+3)\big)G_l .$$

For the moments, let $M_n=\int_0^\infty G_n\,dr$. Since $G_{n+1}'=(n+1)G_n-2aG_{n+2}$, and $G_{n+1}$ vanishes at $0$ and at infinity, $2aM_{n+2}=(n+1)M_n$. Hence, for the radial moment of order $k=0,1,2,\dots$,

$$\int_0^\infty r^{k+2}P_l\,dr=4a^2M_{k+l+4}-2a(2l+3)M_{k+l+2}=2a(k-l)M_{k+l+2}.$$

As $M_{k+l+2}>0$, the moment vanishes exactly when $k=l$. The case $k=l=0$ is the total charge, up to a constant factor. For $k\neq l$ the integral is only a radial moment: the multipole moment of order $k$, which for $k=0$ is the charge, already vanishes by the angular integration.

The moment inside a sphere of radius $r$ is also explicit. The derivative of $-2aG_{2l+3}$ is $4a^2G_{2l+4}-2a(2l+3)G_{2l+2}=r^{l+2}P_l$, so

$$\int_0^r s^{l+2}P_l(s)\,ds=-2a\,r^{2l+3}e^{-ar^2}.$$

The radial Coulomb potential of a source $\rho$, meaning $4\pi$ times the charge density, is

$$V(r)=\frac{1}{2l+1}\Big[\frac{1}{r^{l+1}}\int_0^r s^{l+2}\rho\,ds+r^l\int_r^\infty s^{1-l}\rho\,ds\Big].$$

Take $\rho=-P_l$. The inner term in the bracket is $2aG_{l+2}$. In the outer one, $s^{1-l}P_l=4a^2G_3-2a(2l+3)G_1$ is the derivative of $(2l+1)G_0-2aG_2$, which vanishes at infinity, so the term equals $(2l+1)G_l-2aG_{l+2}$. The sum is $(2l+1)G_l$, and $V=G_l$.

### How the Lean statements express this

`radialGaussian l a` is $G_l$, unnormalised, with `l : ℕ` and real `a`. `radialLaplacian` is built from Mathlib's `deriv`, and `poissonFunction l a` is $P_l$. Both are meant for $r\neq0$; `Ioi 0` is the open half-line $r>0$.

- `poissonFunction_eq` is the closed form, for every real $a$ and every $r\neq0$.
- `poisson_moment` gives the value of each moment for $a>0$, together with integrability. This matters for a vanishing result, because Lean assigns the integral $0$ to a non-integrable function.
- `poisson_moment_eq_zero_iff` says that, for $a>0$, the moment is zero if and only if $k=l$.
- `enclosed_moment` and `potential_of_poissonFunction` are the last two results, for $a>0$ and $r>0$.

In `multipolePotential` the source is $4\pi$ times the charge density, in atomic units. The formula is the radial part of the multipole expansion of $1/|\mathbf r-\mathbf r'|$, taken as a definition and not derived from Coulomb's law. Spherical harmonics, the three-dimensional Laplacian and functions on several centres do not enter.

```lean
import Mathlib

open MeasureTheory Set Filter Topology

namespace PoissonDensityFitting

noncomputable section

/-- The radial part `r^l exp(-a r²)` of a solid-harmonic Gaussian. -/
def radialGaussian (l : ℕ) (a r : ℝ) : ℝ := r ^ l * Real.exp (-a * r ^ 2)

/-- The radial Laplacian `f'' + 2f'/r - l(l+1)f/r²` in the channel of angular momentum `l`,
for `r ≠ 0`. -/
def radialLaplacian (l : ℕ) (f : ℝ → ℝ) (r : ℝ) : ℝ :=
  deriv (deriv f) r + 2 / r * deriv f r - l * (l + 1) / r ^ 2 * f r

/-- The radial Poisson function: the Laplacian of a radial Gaussian, for `r ≠ 0`. -/
def poissonFunction (l : ℕ) (a r : ℝ) : ℝ := radialLaplacian l (radialGaussian l a) r

/-- The radial Coulomb potential at `r > 0` of a source `ρ` of angular momentum `l`, as the sum
of the contributions from inside and outside the sphere of radius `r` (the factor `4π` is
absorbed in `ρ`). -/
def multipolePotential (l : ℕ) (ρ : ℝ → ℝ) (r : ℝ) : ℝ :=
  ((∫ s in (0 : ℝ)..r, s ^ (l + 2) * ρ s) / r ^ (l + 1)
    + r ^ l * ∫ s in Ioi r, s ^ 2 * ρ s / s ^ (l + 1)) / (2 * l + 1)

/-- Away from the origin the slope of a radial Gaussian is `l/r - 2ar` times the Gaussian. -/
theorem hasDerivAt_radialGaussian (l : ℕ) (a : ℝ) {r : ℝ} (hr : r ≠ 0) :
    HasDerivAt (radialGaussian l a) ((l / r - 2 * a * r) * radialGaussian l a r) r := by
  have hp : (l : ℝ) * r ^ (l - 1) = l / r * r ^ l := by
    cases l with
    | zero => simp
    | succ n =>
      rw [Nat.add_sub_cancel, pow_succ]
      field_simp
  have hE : HasDerivAt (fun x : ℝ => Real.exp (-a * x ^ 2))
      (Real.exp (-a * r ^ 2) * (-a * (2 * r))) r :=
    (((hasDerivAt_pow 2 r).const_mul (-a)).exp).congr_deriv (by norm_num)
  refine ((hasDerivAt_pow l r).fun_mul hE).congr_deriv ?_
  rw [hp]
  simp only [radialGaussian]
  ring

/-- The slope of a Gaussian of degree `n+1` combines the Gaussians of degrees `n` and `n+2`. -/
theorem hasDerivAt_radialGaussian_succ (n : ℕ) (a : ℝ) {r : ℝ} (hr : r ≠ 0) :
    HasDerivAt (radialGaussian (n + 1) a)
      ((n + 1) * radialGaussian n a r - 2 * a * radialGaussian (n + 2) a r) r := by
  refine (hasDerivAt_radialGaussian (n + 1) a hr).congr_deriv ?_
  push_cast
  simp only [radialGaussian]
  linear_combination ((n + 1) * r ^ n * Real.exp (-a * r ^ 2)) * (mul_inv_cancel₀ hr)

/-- The Poisson function is the Gaussian times the polynomial `4a²r² - 2a(2l+3)`. -/
theorem poissonFunction_eq (l : ℕ) (a : ℝ) {r : ℝ} (hr : r ≠ 0) :
    poissonFunction l a r
      = (4 * a ^ 2 * r ^ 2 - 2 * a * (2 * l + 3)) * radialGaussian l a r := by
  have h1 := hasDerivAt_radialGaussian l a hr
  have hev : deriv (radialGaussian l a) =ᶠ[𝓝 r]
      fun x => ((l : ℝ) / x - 2 * a * x) * radialGaussian l a x := by
    filter_upwards [isOpen_ne.mem_nhds hr] with x hx
    exact (hasDerivAt_radialGaussian l a hx).deriv
  have h2 : HasDerivAt (fun x : ℝ => (l : ℝ) / x - 2 * a * x) (-(l : ℝ) / r ^ 2 - 2 * a) r := by
    simp only [div_eq_mul_inv]
    exact (((hasDerivAt_inv hr).const_mul (l : ℝ)).fun_sub
      ((hasDerivAt_id r).const_mul (2 * a))).congr_deriv (by ring)
  -- the product rule gives the second derivative
  have h3 : HasDerivAt (fun x => ((l : ℝ) / x - 2 * a * x) * radialGaussian l a x) _ r :=
    h2.fun_mul h1
  unfold poissonFunction radialLaplacian
  rw [hev.deriv_eq, h3.deriv, h1.deriv]
  field_simp
  ring

/-- For `a > 0`, the radial Gaussian of any degree `n` is integrable on the half-line. -/
theorem integrableOn_radialGaussian (n : ℕ) {a : ℝ} (ha : 0 < a) :
    IntegrableOn (radialGaussian n a) (Ioi 0) := by
  have hn : (-1 : ℝ) < n := by
    have := Nat.cast_nonneg (α := ℝ) n
    linarith
  have h := integrable_rpow_mul_exp_neg_mul_sq ha hn
  simp only [Real.rpow_natCast] at h
  exact h.integrableOn

/-- For `a > 0`, the radial Gaussian of any degree `n` tends to zero at infinity. -/
theorem tendsto_radialGaussian (n : ℕ) {a : ℝ} (ha : 0 < a) :
    Tendsto (radialGaussian n a) atTop (𝓝 0) := by
  have h := rpow_mul_exp_neg_mul_sq_isLittleO_exp_neg ha (n : ℝ)
  simp only [Real.rpow_natCast] at h
  exact h.trans_tendsto (Real.tendsto_exp_atBot.comp
    (tendsto_id.const_mul_atTop_of_neg (by norm_num : (-(1 / 2) : ℝ) < 0)))

/-- Recursion between the radial moments of a Gaussian of degrees `n` and `n+2`. -/
theorem gaussian_moment_step (n : ℕ) {a : ℝ} (ha : 0 < a) :
    2 * a * ∫ r in Ioi (0 : ℝ), radialGaussian (n + 2) a r
      = (n + 1) * ∫ r in Ioi (0 : ℝ), radialGaussian n a r := by
  have hc : Continuous (radialGaussian (n + 1) a) := by
    show Continuous (fun r : ℝ => r ^ (n + 1) * Real.exp (-a * r ^ 2))
    fun_prop
  have i1 := Integrable.const_mul (integrableOn_radialGaussian n ha) ((n : ℝ) + 1)
  have i2 := Integrable.const_mul (integrableOn_radialGaussian (n + 2) ha) (2 * a)
  -- the boundary terms vanish at the origin and at infinity
  have h := integral_Ioi_of_hasDerivAt_of_tendsto hc.continuousWithinAt
    (fun r hr => hasDerivAt_radialGaussian_succ n a (mem_Ioi.mp hr).ne')
    (i1.sub i2) (tendsto_radialGaussian (n + 1) ha)
  rw [integral_sub i1 i2, integral_const_mul, integral_const_mul] at h
  have h0 : radialGaussian (n + 1) a 0 = 0 := by simp [radialGaussian]
  rw [h0] at h
  linarith

/-- The moment of order `k` of a Poisson function converges and equals `2a(k-l)` times a
Gaussian moment. -/
theorem poisson_moment (k l : ℕ) {a : ℝ} (ha : 0 < a) :
    IntegrableOn (fun r => r ^ (k + 2) * poissonFunction l a r) (Ioi 0) ∧
    ∫ r in Ioi (0 : ℝ), r ^ (k + 2) * poissonFunction l a r
      = 2 * a * (k - l) * ∫ r in Ioi (0 : ℝ), radialGaussian (k + l + 2) a r := by
  have he : EqOn (fun r => r ^ (k + 2) * poissonFunction l a r)
      (fun r => 4 * a ^ 2 * radialGaussian (k + l + 2 + 2) a r
        - 2 * a * (2 * l + 3) * radialGaussian (k + l + 2) a r) (Ioi 0) := by
    intro r hr
    have hr0 : r ≠ 0 := (mem_Ioi.mp hr).ne'
    simp only [poissonFunction_eq l a hr0, radialGaussian]
    ring
  have i1 := Integrable.const_mul (integrableOn_radialGaussian (k + l + 2 + 2) ha) (4 * a ^ 2)
  have i2 := Integrable.const_mul (integrableOn_radialGaussian (k + l + 2) ha)
    (2 * a * (2 * l + 3))
  refine ⟨IntegrableOn.congr_fun (i1.sub i2) he.symm measurableSet_Ioi, ?_⟩
  rw [setIntegral_congr_fun measurableSet_Ioi he, integral_sub i1 i2, integral_const_mul,
    integral_const_mul]
  have h := gaussian_moment_step (k + l + 2) ha
  push_cast at h
  linear_combination 2 * a * h

/-- The radial moment of order `k` of a Poisson function of angular momentum `l` vanishes
exactly when `k = l`. -/
theorem poisson_moment_eq_zero_iff (k l : ℕ) {a : ℝ} (ha : 0 < a) :
    ∫ r in Ioi (0 : ℝ), r ^ (k + 2) * poissonFunction l a r = 0 ↔ k = l := by
  have hpos : ∀ r ∈ Ioi (0 : ℝ), 0 < radialGaussian (k + l + 2) a r :=
    fun r hr => mul_pos (pow_pos hr _) (Real.exp_pos _)
  have hs : Function.support (radialGaussian (k + l + 2) a) ∩ Ioi 0 = Ioi 0 :=
    inter_eq_right.mpr (fun r hr => Function.mem_support.mpr (hpos r hr).ne')
  -- Gaussian moments are strictly positive
  have hM : 0 < ∫ r in Ioi (0 : ℝ), radialGaussian (k + l + 2) a r := by
    rw [setIntegral_pos_iff_support_of_nonneg_ae
      (ae_restrict_of_forall_mem measurableSet_Ioi fun r hr => (hpos r hr).le)
      (integrableOn_radialGaussian _ ha),
      hs, Real.volume_Ioi]
    simp
  rw [(poisson_moment k l ha).2]
  constructor
  · intro h
    have h1 := (mul_eq_zero.mp h).resolve_right hM.ne'
    have h2 := (mul_eq_zero.mp h1).resolve_left (by positivity)
    exact_mod_cast sub_eq_zero.mp h2
  · rintro rfl
    simp

/-- The multipole moment of a Poisson function enclosed in a sphere of radius `r` is
`-2a r^(2l+3) exp(-a r²)`. -/
theorem enclosed_moment (l : ℕ) {a r : ℝ} (ha : 0 < a) (hr : 0 < r) :
    ∫ s in (0 : ℝ)..r, s ^ (l + 2) * poissonFunction l a s
      = -2 * a * radialGaussian (2 * l + 3) a r := by
  have hc : Continuous (fun s => -2 * a * radialGaussian (2 * l + 3) a s) := by
    simp only [radialGaussian]
    fun_prop
  have hd : ∀ s ∈ Ioo 0 r, HasDerivAt (fun s => -2 * a * radialGaussian (2 * l + 3) a s)
      (s ^ (l + 2) * poissonFunction l a s) s := by
    intro s hs
    refine ((hasDerivAt_radialGaussian_succ (2 * l + 2) a hs.1.ne').const_mul
      (-2 * a)).congr_deriv ?_
    rw [poissonFunction_eq l a hs.1.ne']
    simp only [radialGaussian]
    push_cast
    ring
  rw [intervalIntegral.integral_eq_sub_of_hasDerivAt_of_le hr.le hc.continuousOn hd
    ((intervalIntegrable_iff_integrableOn_Ioc_of_le hr.le).mpr
      ((poisson_moment l l ha).1.mono_set Ioc_subset_Ioi_self))]
  simp [radialGaussian]

/-- The Coulomb potential of minus the Poisson function is the Gaussian it was made from. -/
theorem potential_of_poissonFunction (l : ℕ) {a r : ℝ} (ha : 0 < a) (hr : 0 < r) :
    multipolePotential l (fun s => -poissonFunction l a s) r = radialGaussian l a r := by
  have he : ∀ s : ℝ, s ≠ 0 → s ^ 2 * poissonFunction l a s / s ^ (l + 1)
      = 4 * a ^ 2 * radialGaussian 3 a s - 2 * a * (2 * l + 3) * radialGaussian 1 a s := by
    intro s hs
    rw [poissonFunction_eq l a hs, div_eq_iff (pow_ne_zero _ hs)]
    simp only [radialGaussian]
    ring
  have hd : ∀ s : ℝ, s ≠ 0 → HasDerivAt
      (fun s => (2 * (l : ℝ) + 1) * radialGaussian 0 a s - 2 * a * radialGaussian 2 a s)
      (s ^ 2 * poissonFunction l a s / s ^ (l + 1)) s := by
    intro s hs
    refine (((hasDerivAt_radialGaussian 0 a hs).const_mul (2 * (l : ℝ) + 1)).fun_sub
      ((hasDerivAt_radialGaussian_succ 1 a hs).const_mul (2 * a))).congr_deriv ?_
    rw [he s hs]
    simp only [radialGaussian]
    push_cast
    ring
  have hi : IntegrableOn (fun s => s ^ 2 * poissonFunction l a s / s ^ (l + 1)) (Ioi 0) :=
    IntegrableOn.congr_fun
      ((Integrable.const_mul (integrableOn_radialGaussian 3 ha) (4 * a ^ 2)).sub
        (Integrable.const_mul (integrableOn_radialGaussian 1 ha) (2 * a * (2 * l + 3))))
      (fun s hs => (he s (mem_Ioi.mp hs).ne').symm) measurableSet_Ioi
  have ht : Tendsto
      (fun s => (2 * (l : ℝ) + 1) * radialGaussian 0 a s - 2 * a * radialGaussian 2 a s)
      atTop (𝓝 0) := by
    simpa using ((tendsto_radialGaussian 0 ha).const_mul (2 * (l : ℝ) + 1)).sub
      ((tendsto_radialGaussian 2 ha).const_mul (2 * a))
  -- contribution of the source outside the sphere
  have hout := integral_Ioi_of_hasDerivAt_of_tendsto
    (hd r hr.ne').continuousAt.continuousWithinAt
    (fun s hs => hd s (hr.trans (mem_Ioi.mp hs)).ne')
    (hi.mono_set (Ioi_subset_Ioi hr.le)) ht
  have h3 : -(-2 * a * (r ^ (2 * l + 3) * Real.exp (-a * r ^ 2))) / r ^ (l + 1)
      = 2 * a * r ^ (l + 2) * Real.exp (-a * r ^ 2) := by
    rw [div_eq_iff (pow_ne_zero _ hr.ne')]
    ring
  have hl : (2 * (l : ℝ) + 1) ≠ 0 := by positivity
  simp only [multipolePotential, mul_neg, neg_div, intervalIntegral.integral_neg, integral_neg]
  rw [enclosed_moment l ha hr, hout, div_eq_iff hl]
  simp only [radialGaussian]
  rw [← neg_div, h3]
  ring

end

end PoissonDensityFitting
```

```lean
#print axioms PoissonDensityFitting.hasDerivAt_radialGaussian
-- 'PoissonDensityFitting.hasDerivAt_radialGaussian' depends on axioms: [propext, Classical.choice, Quot.sound]
#print axioms PoissonDensityFitting.poisson_moment_eq_zero_iff
-- 'PoissonDensityFitting.poisson_moment_eq_zero_iff' depends on axioms: [propext, Classical.choice, Quot.sound]
#print axioms PoissonDensityFitting.potential_of_poissonFunction
-- 'PoissonDensityFitting.potential_of_poissonFunction' depends on axioms: [propext, Classical.choice, Quot.sound]
```

### How the proof follows the calculation

`hasDerivAt_radialGaussian` is the first derivative, and `hasDerivAt_radialGaussian_succ` rewrites it as a combination of neighbouring Gaussians. A second derivative at $r$ needs the first one in a whole neighbourhood, so `poissonFunction_eq` first shows that Mathlib's `deriv` of $G_l$ equals $(l/r-2ar)G_l$ at every point near $r$. It then applies the product rule, and `field_simp` and `ring` carry out the cancellation.

`integrableOn_radialGaussian` and `tendsto_radialGaussian` supply convergence and decay. With them, `gaussian_moment_step` applies the fundamental theorem of calculus on the half-line to obtain the recursion for $M_n$. In `poisson_moment`, the integrand is replaced by its two Gaussian terms, and `linear_combination 2 * a * h` inserts the recursion. The equivalence then follows because the remaining Gaussian moment is strictly positive, which is `hM`.

`enclosed_moment` checks the antiderivative $-2aG_{2l+3}$ and evaluates it at the endpoints. `potential_of_poissonFunction` does the same for the outer integral, where `hd` is the derivative and `ht` the limit at infinity, and then adds the two contributions.

### Where it enters a density-fitting code

A density-fitting program can include Poisson functions in its auxiliary basis. If $F$ is a solid-harmonic Gaussian and the auxiliary charge density is $-\nabla^2F/4\pi$, its Coulomb potential is $F$, so its repulsion with an orbital product $\chi_\mu\chi_\nu$ reduces to a three-centre overlap:

$$\Big(\mu\nu\Big|-\tfrac{1}{4\pi}\nabla^2F\Big)=\int\chi_\mu\chi_\nu F\,d^3r .$$

The theorems cover the radial, one-centre core of this replacement for a single primitive Gaussian, including the vanishing moment of order $l$. Together with the angular integration, which is not formalised here, this means that such functions add neither charge nor spherical multipole moments to the fitted density. Where the density has them, other auxiliary functions must supply them, for example ordinary Gaussians.
